# An ion-centred rock-salt cube with Evjen weights and half-edge n ≥ 1 has no moment of degree five or less

When I cut a finite cube centred on an ion out of a rock-salt lattice of point charges, I have to choose what the surface sites carry. I take Evjen's weights: a site keeps half its charge on a face, a quarter on an edge and an eighth at a corner. The cube is then neutral, and by symmetry it has no dipole. I believe that much more is true: all Cartesian moments through degree five vanish, for every such ion-centred cube, with an odd number of sites per edge, from the $3\times3\times3$ cube upwards. Can this be made rigorous and machine-checked in Lean 4, together with the Madelung estimate that the smallest cube gives?

## The surface rule as a product of three weights

Yes. The choice that makes the proof short is to write the surface rule as a product, with one weight per coordinate, and not as a list of cases for faces, edges and corners. Let $n\ge 1$ be an integer and let the sites be the integer triples $(i,j,k)$ with each coordinate in $[-n,n]$. Put $w_i=\tfrac12$ if $|i|=n$ and $w_i=1$ otherwise. The charges and their moments are

$$q_{ijk}=(-1)^{i+j+k}\,w_iw_jw_k,\qquad M_{abc}=\sum_{i,j,k}q_{ijk}\,i^a j^b k^c .$$

Since the sign is also a product, each moment factorises:

$$M_{abc}=L_aL_bL_c,\qquad L_a=\sum_{i=-n}^{n}(-1)^i w_i\,i^a .$$

Here $L_a$ is a moment of a weighted alternating chain, and $i^0=1$ also at $i=0$. It remains to find out which chain moments vanish.

**Odd $a$.** The reflection $i\to-i$ keeps $(-1)^i$ and $w_i$ and reverses the sign of $i^a$. Hence $L_a=-L_a$, so $L_a=0$.

**$a=0$.** The unweighted sum is $\sum_{i=-m}^{m}(-1)^i=(-1)^m$. This holds for $m=0$, and two further end sites change the sum to $(-1)^m+2(-1)^{m+1}=(-1)^{m+1}$. Now write $n=m+1$. The interior of the chain contributes $(-1)^m$ and the two half-weighted ends together contribute $(-1)^{m+1}$, so $L_0=0$.

If $a+b+c\le5$, the three exponents can't all be at least 2. One of them is therefore 0 or 1, its chain moment is zero, and $M_{abc}=0$.

The energy in an external potential follows by linearity. For $V(x,y,z)=\sum v_{abc}\,x^ay^bz^c$ of total degree at most five,

$$\sum_{i,j,k}q_{ijk}V(i,j,k)=\sum_{a,b,c}v_{abc}M_{abc}=0 .$$

## Degree six is where the cancellation stops

The second chain moment is not zero. By the same induction,

$$\sum_{i=-m}^{m}(-1)^i i^2=(-1)^m m(m+1),$$

because adding the sites $\pm(m+1)$ gives

$$(-1)^m m(m+1)+2(-1)^{m+1}(m+1)^2=(-1)^{m+1}(m+1)(m+2).$$

With $n=m+1$, the half-weighted ends add $(-1)^n n^2$ to the interior sum $(-1)^{n-1}(n-1)n$. This gives $L_2=(-1)^n n$, and therefore $M_{222}=(-1)^n n^3\neq0$. The bound of five is sharp.

For $n=2$ the chain carries the charges $\tfrac12,-1,1,-1,\tfrac12$. Their sum is $0$, and their second moment is $2\cdot\tfrac12\cdot4-2\cdot1=2$. So the cube with 125 sites has $M_{222}=2^3=8$.

The argument also covers an ion-centred rectangular box with integer half-edges $n_1,n_2,n_3\ge1$, which the file does not treat. The three chains then differ in length, the moments through degree five still vanish, and $M_{222}=(-1)^{n_1+n_2+n_3}n_1n_2n_3$.

## The Madelung estimate from 26 neighbours

Take the nearest-neighbour distance as the unit of length, and let a charge $q$ at distance $r$ produce the potential $q/r$. The central ion has charge $+1$. For $n=1$ its neighbours are:

- 6 face centres with charge $-\tfrac12$ at distance $1$;
- 12 edge centres with charge $+\tfrac14$ at distance $\sqrt2$;
- 8 corners with charge $-\tfrac18$ at distance $\sqrt3$.

Minus the potential at the centre is therefore

$$3-\frac{3}{\sqrt2}+\frac1{\sqrt3}=3-\frac{3\sqrt2}{2}+\frac{\sqrt3}{3}.$$

From $1.4142<\sqrt2<1.4143$ and $1.732<\sqrt3<1.7321$ it follows that this number lies between $1.455$ and $1.457$.

## The Lean file

```lean
import Mathlib

open Finset

namespace EvjenCube

noncomputable section

/-- The Evjen weight of a coordinate: one half at the two ends of [-n, n], one elsewhere. -/
def edgeWeight (n : ℕ) (i : ℤ) : ℝ := if i.natAbs = n then 1 / 2 else 1

/-- The charge of the site (i, j, k): the alternating rock-salt sign times three Evjen weights. -/
def charge (n : ℕ) (i j k : ℤ) : ℝ :=
  (-1 : ℝ) ^ (i + j + k) * edgeWeight n i * edgeWeight n j * edgeWeight n k

/-- The moment of the charges of the cube [-n, n]³ with the monomial x^a y^b z^c. -/
def moment (n a b c : ℕ) : ℝ :=
  ∑ i ∈ Icc (-(n : ℤ)) n, ∑ j ∈ Icc (-(n : ℤ)) n, ∑ k ∈ Icc (-(n : ℤ)) n,
    charge n i j k * ((i : ℝ) ^ a * (j : ℝ) ^ b * (k : ℝ) ^ c)

/-- The moment of order a of the weighted alternating chain on [-n, n]. -/
def lineMoment (n a : ℕ) : ℝ :=
  ∑ i ∈ Icc (-(n : ℤ)) n, (-1 : ℝ) ^ i * edgeWeight n i * (i : ℝ) ^ a

/-- The Madelung estimate of the cube: minus the Coulomb potential at the central site made by
all other sites, with the nearest-neighbour distance as unit of length. -/
def madelung (n : ℕ) : ℝ :=
  -∑ i ∈ Icc (-(n : ℤ)) n, ∑ j ∈ Icc (-(n : ℤ)) n, ∑ k ∈ Icc (-(n : ℤ)) n,
    if i = 0 ∧ j = 0 ∧ k = 0 then 0
    else charge n i j k / √((i : ℝ) ^ 2 + (j : ℝ) ^ 2 + (k : ℝ) ^ 2)

/-- The alternating sign is the same at opposite sites. -/
theorem sign_neg (i : ℤ) : (-1 : ℝ) ^ (-i) = (-1 : ℝ) ^ i := by
  rw [zpow_neg, ← inv_zpow, inv_neg, inv_one]

/-- A sum over [-(m+1), m+1] is the sum over [-m, m] plus the two terms at m+1 and -(m+1). -/
theorem sum_shell (f : ℤ → ℝ) (m : ℕ) :
    ∑ i ∈ Icc (-((m + 1 : ℕ) : ℤ)) ((m + 1 : ℕ) : ℤ), f i =
      ∑ i ∈ Icc (-(m : ℤ)) m, f i + (f ((m + 1 : ℕ) : ℤ) + f (-((m + 1 : ℕ) : ℤ))) := by
  have h : Icc (-((m + 1 : ℕ) : ℤ)) ((m + 1 : ℕ) : ℤ) =
      insert ((m + 1 : ℕ) : ℤ) (insert (-((m + 1 : ℕ) : ℤ)) (Icc (-(m : ℤ)) m)) := by
    ext i
    simp only [mem_insert, mem_Icc]
    omega
  rw [h, sum_insert (by simp only [mem_insert, mem_Icc]; omega),
    sum_insert (by simp only [mem_Icc]; omega)]
  ring

/-- A chain moment is the moment of the unweighted interior plus half of the two end terms. -/
theorem lineMoment_succ (m a : ℕ) :
    lineMoment (m + 1) a = ∑ i ∈ Icc (-(m : ℤ)) m, (-1 : ℝ) ^ i * (i : ℝ) ^ a +
      (-1 : ℝ) ^ (m + 1) * (((m : ℝ) + 1) ^ a + (-((m : ℝ) + 1)) ^ a) / 2 := by
  have hb : ∑ i ∈ Icc (-(m : ℤ)) m, (-1 : ℝ) ^ i * edgeWeight (m + 1) i * (i : ℝ) ^ a =
      ∑ i ∈ Icc (-(m : ℤ)) m, (-1 : ℝ) ^ i * (i : ℝ) ^ a := by
    refine sum_congr rfl fun i hi => ?_
    rw [mem_Icc] at hi
    have h : i.natAbs ≠ m + 1 := by omega
    rw [edgeWeight, if_neg h, mul_one]
  have e1 : edgeWeight (m + 1) ((m + 1 : ℕ) : ℤ) = 1 / 2 := if_pos (by omega)
  have e2 : edgeWeight (m + 1) (-((m + 1 : ℕ) : ℤ)) = 1 / 2 := if_pos (by omega)
  rw [lineMoment, sum_shell, hb, e1, e2, sign_neg, zpow_natCast]
  push_cast
  ring

/-- For n ≥ 1, the total charge and all odd moments of the weighted chain vanish. -/
theorem lineMoment_eq_zero {n a : ℕ} (hn : 1 ≤ n) (ha : a = 0 ∨ Odd a) :
    lineMoment n a = 0 := by
  rcases ha with rfl | ha
  · -- the unweighted alternating sum is the sign of its end sites
    have bulk : ∀ m : ℕ, ∑ i ∈ Icc (-(m : ℤ)) m, (-1 : ℝ) ^ i = (-1) ^ m := by
      intro m
      induction m with
      | zero => simp
      | succ m ih =>
        rw [sum_shell, ih, sign_neg, zpow_natCast]
        ring
    obtain ⟨m, rfl⟩ : ∃ m, n = m + 1 := ⟨n - 1, by omega⟩
    rw [lineMoment_succ]
    simp only [pow_zero, mul_one]
    rw [bulk]
    ring
  · -- reflection changes the sign of an odd moment
    have h : lineMoment n a = -lineMoment n a := by
      unfold lineMoment
      rw [← sum_neg_distrib]
      refine sum_equiv (Equiv.neg ℤ) (fun i => ?_) (fun i _ => ?_)
      · simp only [mem_Icc, Equiv.neg_apply]
        omega
      · simp only [Equiv.neg_apply, edgeWeight, Int.natAbs_neg, sign_neg, Int.cast_neg,
          ha.neg_pow]
        ring
    linarith

/-- Each moment of the cube is the product of three chain moments. -/
theorem moment_eq_mul (n a b c : ℕ) :
    moment n a b c = lineMoment n a * (lineMoment n b * lineMoment n c) := by
  unfold moment lineMoment
  rw [sum_mul]
  refine sum_congr rfl fun i _ => ?_
  rw [sum_mul, mul_sum]
  refine sum_congr rfl fun j _ => ?_
  rw [mul_sum, mul_sum]
  refine sum_congr rfl fun k _ => ?_
  rw [charge, zpow_add₀ (by norm_num), zpow_add₀ (by norm_num)]
  ring

/-- For n ≥ 1, every moment of the Evjen cube of total degree at most five vanishes. -/
theorem moment_eq_zero {n a b c : ℕ} (hn : 1 ≤ n) (h : a + b + c ≤ 5) :
    moment n a b c = 0 := by
  have low : ∀ d : ℕ, d ≤ 1 → lineMoment n d = 0 := by
    intro d hd
    refine lineMoment_eq_zero hn ?_
    rcases Nat.le_one_iff_eq_zero_or_eq_one.mp hd with rfl | rfl
    · exact Or.inl rfl
    · exact Or.inr odd_one
  -- three exponents of at least two would add up to six
  have h3 : a ≤ 1 ∨ b ≤ 1 ∨ c ≤ 1 := by omega
  rw [moment_eq_mul]
  rcases h3 with h | h | h <;> rw [low _ h] <;> ring

/-- For n ≥ 1, the charges of the Evjen cube have zero total energy in every external potential that
is a polynomial of degree at most five. -/
theorem energy_eq_zero {n : ℕ} (hn : 1 ≤ n) (p : MvPolynomial (Fin 3) ℝ)
    (hp : p.totalDegree ≤ 5) :
    ∑ i ∈ Icc (-(n : ℤ)) n, ∑ j ∈ Icc (-(n : ℤ)) n, ∑ k ∈ Icc (-(n : ℤ)) n,
      charge n i j k * MvPolynomial.eval ![(i : ℝ), (j : ℝ), (k : ℝ)] p = 0 := by
  -- expand the potential into monomials
  have h : ∑ d ∈ p.support, p.coeff d * moment n (d 0) (d 1) (d 2) =
      ∑ i ∈ Icc (-(n : ℤ)) n, ∑ j ∈ Icc (-(n : ℤ)) n, ∑ k ∈ Icc (-(n : ℤ)) n,
        charge n i j k * MvPolynomial.eval ![(i : ℝ), (j : ℝ), (k : ℝ)] p := by
    simp only [moment, MvPolynomial.eval_eq', mul_sum]
    refine sum_comm.trans (sum_congr rfl fun i _ => ?_)
    refine sum_comm.trans (sum_congr rfl fun j _ => ?_)
    refine sum_comm.trans (sum_congr rfl fun k _ => sum_congr rfl fun d _ => ?_)
    have e : ∏ x, ![(i : ℝ), (j : ℝ), (k : ℝ)] x ^ d x =
        (i : ℝ) ^ d 0 * (j : ℝ) ^ d 1 * (k : ℝ) ^ d 2 := by
      simp [Fin.prod_univ_three]
    rw [e]
    ring
  rw [← h]
  refine sum_eq_zero fun d hd => ?_
  have hdeg := MvPolynomial.le_totalDegree hd
  rw [Finsupp.sum_fintype _ _ (fun _ => rfl), Fin.sum_univ_three] at hdeg
  rw [moment_eq_zero hn (by omega), mul_zero]

/-- The moment of degree six with x²y²z² equals (-1)^n n³. -/
theorem moment_two_two_two {n : ℕ} (hn : 1 ≤ n) :
    moment n 2 2 2 = (-1) ^ n * (n : ℝ) ^ 3 := by
  have bulk : ∀ m : ℕ, ∑ i ∈ Icc (-(m : ℤ)) m, (-1 : ℝ) ^ i * (i : ℝ) ^ 2 =
      (-1) ^ m * (m * (m + 1)) := by
    intro m
    induction m with
    | zero => simp
    | succ m ih =>
      rw [sum_shell, ih, sign_neg, zpow_natCast]
      push_cast
      ring
  have line : lineMoment n 2 = (-1) ^ n * n := by
    obtain ⟨m, rfl⟩ : ∃ m, n = m + 1 := ⟨n - 1, by omega⟩
    rw [lineMoment_succ, bulk]
    push_cast
    ring
  rw [moment_eq_mul, line]
  rcases neg_one_pow_eq_or ℝ n with h | h <;> rw [h] <;> ring

/-- The smallest Evjen cube gives the Madelung estimate 3 - 3/√2 + 1/√3, which lies between
1.455 and 1.457. -/
theorem madelung_one :
    madelung 1 = 3 - 3 / √2 + 1 / √3 ∧ 1.455 < madelung 1 ∧ madelung 1 < 1.457 := by
  have h3 : ∀ f : ℤ → ℝ, ∑ i ∈ Icc (-((1 : ℕ) : ℤ)) ((1 : ℕ) : ℤ), f i =
      f (-1) + f 0 + f 1 := by
    intro f
    have h : Icc (-((1 : ℕ) : ℤ)) ((1 : ℕ) : ℤ) = {-1, 0, 1} := by decide
    rw [h, sum_insert (by decide), sum_insert (by decide), sum_singleton]
    ring
  -- six faces, twelve edges and eight corners
  have value : madelung 1 = 3 - 3 / √2 + 1 / √3 := by
    simp only [madelung, h3]
    norm_num [charge, edgeWeight]
    ring
  have s2 : √(2 : ℝ) * √2 = 2 := Real.mul_self_sqrt (by norm_num)
  have s3 : √(3 : ℝ) * √3 = 3 := Real.mul_self_sqrt (by norm_num)
  have e2 : 3 / √(2 : ℝ) = 3 * √2 / 2 := by
    rw [div_eq_div_iff (by positivity) (by norm_num)]
    linear_combination (-3) * s2
  have e3 : 1 / √(3 : ℝ) = √3 / 3 := by
    rw [div_eq_div_iff (by positivity) (by norm_num)]
    linear_combination (-1) * s3
  have l2 : (1.4142 : ℝ) < √2 := (Real.lt_sqrt (by norm_num)).2 (by norm_num)
  have u2 : √2 < (1.4143 : ℝ) := (Real.sqrt_lt' (by norm_num)).2 (by norm_num)
  have l3 : (1.732 : ℝ) < √3 := (Real.lt_sqrt (by norm_num)).2 (by norm_num)
  have u3 : √3 < (1.7321 : ℝ) := (Real.sqrt_lt' (by norm_num)).2 (by norm_num)
  refine ⟨value, ?_, ?_⟩
  · rw [value, e2, e3]
    linarith
  · rw [value, e2, e3]
    linarith

end

end EvjenCube
```

```lean
#print axioms EvjenCube.moment_eq_zero
#print axioms EvjenCube.energy_eq_zero
#print axioms EvjenCube.moment_two_two_two
#print axioms EvjenCube.madelung_one
```

```
'EvjenCube.moment_eq_zero' depends on axioms: [propext, Classical.choice, Quot.sound]
'EvjenCube.energy_eq_zero' depends on axioms: [propext, Classical.choice, Quot.sound]
'EvjenCube.moment_two_two_two' depends on axioms: [propext, Classical.choice, Quot.sound]
'EvjenCube.madelung_one' depends on axioms: [propext, Classical.choice, Quot.sound]
```

## What the theorems say about the crystal

The half-edge `n` is a natural number and the coordinates are integers in `Icc (-(n : ℤ)) n`, the closed interval from $-n$ to $n$. The function `edgeWeight` is $w_i$, `charge` is $q_{ijk}$, `lineMoment n a` is $L_a$ and `moment n a b c` is $M_{abc}$. All charges are real numbers in units of the ionic charge, and sites with an even coordinate sum are positive.

- `moment_eq_zero` says that $M_{abc}=0$ whenever $n\ge1$ and $a+b+c\le5$.
- `energy_eq_zero` says the same in terms of energy. The external potential is an arbitrary real polynomial `p` in three variables with `p.totalDegree ≤ 5`, evaluated at the sites. It need not satisfy Laplace's equation.
- `moment_two_two_two` gives the value $(-1)^n n^3$ of the moment with $x^2y^2z^2$.
- `madelung_one` gives the closed form for $n=1$ and both numerical bounds. In the definition of `madelung`, an explicit `if` removes the central site from the sum.

The hypothesis `1 ≤ n` stands for a cube that has an interior. For $n=0$ the only site would count as an end in all three directions and carry the charge $\tfrac18$, so the total charge would not vanish.

The model consists of rigid point charges on an ideal lattice, without polarisation, relaxation or short-range repulsion. Evjen's name is usually attached to a way of approaching the Madelung constant through growing cubes. The theorems concern each finite cube by itself: they establish no limit for large $n$, and they don't bound the distance between the $n=1$ estimate and the constant of the infinite crystal.

For embedded-cluster calculations that represent an ionic environment by point charges, the result means that a finite, unpolarised rock-salt cube centred on an ion and carrying these weights has no net charge, dipole or quadrupole, nor any higher multipole through order five. Placing a quantum cluster inside, or letting the ions respond, changes the charge distribution and takes the system outside the model.

## How the proof follows the derivation

**Peeling the chain.** `sign_neg` states that $(-1)^{-i}=(-1)^i$. `sum_shell` splits a sum over $[-(m+1),m+1]$ into the sum over $[-m,m]$ and the two end terms. It writes the longer interval as the shorter one with two points inserted, and `omega` settles the integer inequalities. `lineMoment_succ` applies this to the weighted chain: inside, $|i|\ne m+1$ and the weight is 1, while at both ends it is $\tfrac12$.

**Vanishing chain moments.** `lineMoment_eq_zero` treats the two cases separately. For $a=0$, the local statement `bulk` is the induction for the unweighted alternating sum, and `lineMoment_succ` then adds the half-weighted ends. For odd $a$, `sum_equiv` with `Equiv.neg ℤ` carries out the reflection, and `linarith` concludes from $L_a=-L_a$ that $L_a=0$.

**From the chain to the cube.** `moment_eq_mul` is the factorisation. It distributes the product of sums with `sum_mul` and `mul_sum`, splits the sign with `zpow_add₀`, and compares the terms with `ring`. In `moment_eq_zero`, `omega` finds that one exponent is at most 1, and the corresponding factor is replaced by zero.

**From moments to potentials.** In `energy_eq_zero`, the intermediate identity `h` expands the polynomial into monomials and uses `sum_comm` three times to exchange the sum over monomials with the sums over sites. The result is a sum of coefficients times moments. `MvPolynomial.le_totalDegree` bounds the exponents of every monomial that occurs, so `moment_eq_zero` removes each term.

**Degree six.** `moment_two_two_two` repeats the induction with $i^2$ in the summand, obtains $L_2=(-1)^n n$ as `line`, and multiplies three copies. Distinguishing the two possible values of $(-1)^n$ reduces its cube to a single sign.

**The smallest cube.** In `madelung_one`, the local `h3` writes a sum over $\{-1,0,1\}$ as three terms. Applied in each direction, it unfolds the triple sum, which `norm_num` and `ring` bring to the closed form. The identities `e2` and `e3` clear the roots from the denominators. The decimal bounds on $\sqrt2$ and $\sqrt3$ are proved by squaring, and `linarith` combines them into the interval.
